# Derivative of the band-summed PAW nonlocal energy, overlap term included, when only the projectors move

In the projector augmented-wave (PAW) method, each orbital $c_n$ contributes a nonlocal term $\sum_{ij}\langle c_n,p_i\rangle(D_{ij}-e_n q_{ij})\langle p_j,c_n\rangle$, taken here to include the overlap part $-e_n q$. The declaration `hasDerivAt_bandEnergy` says that if the projectors $p_i$ depend differentiably on a real parameter, with derivatives $p_i'$ at $R$, then the sum of these terms weighted by occupations $f_n$ has derivative $\sum_n f_n\,2\,\mathrm{Re}\sum_{ij}\langle c_n,p_i'\rangle(D_{ij}-e_n q_{ij})\langle p_j,c_n\rangle$ at $R$. Bands and projectors are finite in number, $D$ and $q$ are Hermitian, and $D$, $q$, the orbitals and the real $f_n$ and $e_n$ are all held fixed; the orbitals need not be normalised, and the terms are not divided by $\langle c_n,c_n\rangle$. The proof differentiates band by band with `hasDerivAt_nonlocalEnergy`, then tries to match the resulting derivative to the stated one term by term.

As first written in Lean, the proof fails:

```lean
import Mathlib

open scoped ComplexConjugate

namespace PAWProjectorForce

noncomputable section

variable {ι E : Type*} [Fintype ι] [NormedAddCommGroup E] [InnerProductSpace ℂ E]

/-- The PAW coupling matrix `D - e q` at orbital energy `e`. -/
def screened (D q : Matrix ι ι ℂ) (e : ℝ) : Matrix ι ι ℂ :=
  Matrix.of fun i j => D i j - (e : ℂ) * q i j

/-- The sum `∑ ⟨c, a i⟩ A i j ⟨b j, c⟩` for an orbital `c` and two families of
projectors `a` and `b`. -/
def projectorForm (A : Matrix ι ι ℂ) (a b : ι → E) (c : E) : ℂ :=
  ∑ i, ∑ j, inner ℂ c (a i) * A i j * inner ℂ (b j) c

/-- The nonlocal PAW energy of the orbital `c`, taken here to include the overlap term `- e q`: `∑
⟨c, p i⟩ (D i j - e q i j) ⟨p j, c⟩`. -/
def nonlocalEnergy (D q : Matrix ι ι ℂ) (e : ℝ) (p : ι → E) (c : E) : ℂ :=
  projectorForm (screened D q e) p p c

omit [Fintype ι] in
/-- For Hermitian `D` and `q` and real `e`, the coupling matrix `D - e q` is Hermitian. -/
theorem screened_isHermitian {D q : Matrix ι ι ℂ} (hD : D.IsHermitian)
    (hq : q.IsHermitian) (e : ℝ) : (screened D q e).IsHermitian := by
  refine Matrix.IsHermitian.ext fun i j => ?_
  show star (D j i - (e : ℂ) * q j i) = D i j - (e : ℂ) * q i j
  rw [star_sub, star_mul', hD.apply, hq.apply, Complex.star_def, Complex.conj_ofReal]

/-- For a Hermitian coupling matrix, complex conjugation exchanges the two families of
projectors. -/
theorem projectorForm_conj {A : Matrix ι ι ℂ} (hA : A.IsHermitian) (a b : ι → E) (c : E) :
    conj (projectorForm A a b c) = projectorForm A b a c := by
  unfold projectorForm
  simp only [map_sum, map_mul, inner_conj_symm]
  rw [Finset.sum_comm]
  refine Finset.sum_congr rfl fun i _ => Finset.sum_congr rfl fun j _ => ?_
  have h : conj (A j i) = A i j := hA.apply i j
  rw [h]
  ring

/-- Product rule for moving projectors and an arbitrary coupling matrix: each of the two
projectors in the sum contributes one term. -/
theorem hasDerivAt_projectorForm (A : Matrix ι ι ℂ) {p : ℝ → ι → E} {p' : ι → E} {R : ℝ}
    (hp : ∀ i, HasDerivAt (fun t => p t i) (p' i) R) (c : E) :
    HasDerivAt (fun t => projectorForm A (p t) (p t) c)
      (projectorForm A p' (p R) c + projectorForm A (p R) p' c) R := by
  -- the overlaps with the fixed orbital are differentiable
  have h1 : ∀ i, HasDerivAt (fun t => inner ℂ c (p t i)) (inner ℂ c (p' i)) R := fun i => by
    simpa using (hasDerivAt_const R c).inner ℂ (hp i)
  have h2 : ∀ j, HasDerivAt (fun t => inner ℂ (p t j) c) (inner ℂ (p' j) c) R := fun j => by
    simpa using (hp j).inner ℂ (hasDerivAt_const R c)
  simp only [projectorForm, ← Finset.sum_add_distrib]
  refine HasDerivAt.fun_sum fun i _ => HasDerivAt.fun_sum fun j _ => ?_
  exact ((h1 i).mul_const (A i j)).fun_mul (h2 j)

/-- PAW projector force, up to sign: for Hermitian `D` and `q`, at fixed orbital `c` and fixed real
`e`, the derivative of `nonlocalEnergy` is `2 Re ∑ ⟨c, p' i⟩ (D i j - e q i j) ⟨p j, c⟩`. -/
theorem hasDerivAt_nonlocalEnergy {D q : Matrix ι ι ℂ} (hD : D.IsHermitian)
    (hq : q.IsHermitian) (e : ℝ) {p : ℝ → ι → E} {p' : ι → E} {R : ℝ}
    (hp : ∀ i, HasDerivAt (fun t => p t i) (p' i) R) (c : E) :
    HasDerivAt (fun t => nonlocalEnergy D q e (p t) c)
      ((2 * (∑ i, ∑ j, inner ℂ c (p' i) * (D i j - (e : ℂ) * q i j) *
        inner ℂ (p R j) c).re : ℝ) : ℂ) R := by
  have h := hasDerivAt_projectorForm (screened D q e) hp c
  -- the two terms of the product rule are complex conjugates
  rw [← projectorForm_conj (screened_isHermitian hD hq e) p' (p R) c, Complex.add_conj] at h
  exact h

/-- For Hermitian `D` and `q` and finitely many bands with fixed real occupations `f n`, real
energies `e n` and orbitals `c n`, the derivative of the total nonlocal energy is the
occupation-weighted sum of the band terms. -/
theorem hasDerivAt_bandEnergy {ν : Type*} [Fintype ν] {D q : Matrix ι ι ℂ}
    (hD : D.IsHermitian) (hq : q.IsHermitian) (f e : ν → ℝ) (c : ν → E)
    {p : ℝ → ι → E} {p' : ι → E} {R : ℝ}
    (hp : ∀ i, HasDerivAt (fun t => p t i) (p' i) R) :
    HasDerivAt (fun t => ∑ n, (f n : ℂ) * nonlocalEnergy D q (e n) (p t) (c n))
      ((∑ n, f n * (2 * (projectorForm (screened D q (e n)) p' (p R) (c n)).re) : ℝ) : ℂ)
      R := by
  have h := HasDerivAt.fun_sum (u := Finset.univ) fun n _ =>
    (hasDerivAt_nonlocalEnergy hD hq (e n) hp (c n)).const_mul (f n : ℂ)
  refine h.congr_deriv ?_
  rw [Complex.ofReal_sum]
  refine Finset.sum_congr rfl fun n _ => ?_
  rw [Complex.ofReal_mul]
  rfl

end

end PAWProjectorForce
```

The compiler's answer:

```
Main.lean:89:2: error: Tactic `rfl` failed: The left-hand side
  ↑(f n) * (↑2 * ↑(∑ i, ∑ j, inner ℂ (c n) (p' i) * (D i j - ↑(e n) * q i j) * inner ℂ (p R j) (c n)).re)
is not definitionally equal to the right-hand side
  ↑(f n * (2 * (projectorForm (screened D q (e n)) p' (p R) (c n)).re))

ι : Type u_1
E : Type u_2
inst✝³ : Fintype ι
inst✝² : NormedAddCommGroup E
inst✝¹ : InnerProductSpace ℂ E
ν : Type u_3
inst✝ : Fintype ν
D q : Matrix ι ι ℂ
hD : D.IsHermitian
hq : q.IsHermitian
f e : ν → ℝ
c : ν → E
p : ℝ → ι → E
p' : ι → E
R : ℝ
hp : ∀ (i : ι), HasDerivAt (fun t => p t i) (p' i) R
h :
  HasDerivAt (fun y => ∑ i, ↑(f i) * nonlocalEnergy D q (e i) (p y) (c i))
    (∑ i,
      ↑(f i) * ↑(2 * (∑ i_1, ∑ j, inner ℂ (c i) (p' i_1) * (D i_1 j - ↑(e i) * q i_1 j) * inner ℂ (p R j) (c i)).re))
    R
n : ν
x✝ : n ∈ Finset.univ
⊢ ↑(f n) * (↑2 * ↑(∑ i, ∑ j, inner ℂ (c n) (p' i) * (D i j - ↑(e n) * q i j) * inner ℂ (p R j) (c n)).re) =
    ↑(f n * (2 * (projectorForm (screened D q (e n)) p' (p R) (c n)).re))
```

Fix (accepted with no message):

```diff
@@ -86,6 +86,6 @@
   rw [Complex.ofReal_sum]
   refine Finset.sum_congr rfl fun n _ => ?_
-  rw [Complex.ofReal_mul]
-  rfl
+  exact (Complex.ofReal_mul (f n)
+    (2 * (projectorForm (screened D q (e n)) p' (p R) (c n)).re)).symm
 
 end
```

Diagnosis. The error is in the last step, where each band's term must be matched across the real-to-complex cast. Before the rewrite, the left side is the product of two casts, `↑(f n)` and `↑(2 * ….re)`, and the right side is the cast of one real product. `rw [Complex.ofReal_mul]` was meant to split the right side, but the first cast of a product it meets is `↑(2 * ….re)` on the left. That fixes the lemma's arguments, so only that cast is split, into `↑2 * ↑(….re)`, and the right side stays whole. `rfl` then fails, because a product of casts and the cast of a product are equal by a lemma, not by definition.

The repair gives `Complex.ofReal_mul` its two factors explicitly, `f n` and `2 * (projectorForm …).re`, and reverses the equation with `.symm` to fit the goal's direction. The left side of the goal has the double sum written out where the lemma has `projectorForm` and `screened`, but these agree by unfolding definitions, which `exact` accepts.
